# A shifted, exponentially weighted Airy function solves the heat equation

## An oscillating overlap integral

In a one-dimensional model of photodissociation the absorption strength at energy $E$ is governed by the overlap of a bound vibrational state with a continuum state of the upper potential. Take a Gaussian for the first and, with the upper potential replaced by its tangent at the centre of the Gaussian, an Airy function for the second. Without a closed form the direct route is a numerical quadrature at each energy, and where the Gaussian lies so far inside the classically allowed region that it covers several oscillations of the Airy function, contributions of opposite sign largely cancel. The shortcut of pulling the Airy function out of the integral at the centre of the Gaussian fails in the same region: it keeps oscillations of slowly falling amplitude and misses the exponential damping that averaging over a finite width produces. Smoothing with a Gaussian is what the heat equation does, so an explicit solution of the heat equation that starts from the Airy function is the natural candidate for the overlap. The result below supplies that solution for an exactly linear potential.

## From the linear potential to the heat kernel

Let $m$ be the reduced mass, $R$ the bond length, and $V(R)=V_0+F(R-R_0)$ the upper potential, with value $V_0$ and slope $F\neq0$ at the centre $R_0$ of the Gaussian. The turning point $R_t$ is defined by $V(R_t)=E$, so $V(R)-E=Fx$ with $x=R-R_t$. The Schrödinger equation for the continuum function $A(x)$ becomes

$$A''(x)=\kappa\,x\,A(x),\qquad \kappa=\frac{2mF}{\hbar^2}.$$

The constant $\kappa$ is the slope of the potential measured in inverse length cubed. The region $\kappa x>0$ is classically forbidden, and a repulsive curve has $\kappa<0$. The solution that decays there is $N\,\mathrm{Ai}(\kappa^{1/3}x)$ with the real cube root, and $N=(2m/\hbar^2)^{1/2}|\kappa|^{-1/6}$ normalises it to a delta function in energy.

The normalised Gaussian of width $\sigma$ is $\chi(R)=(\pi\sigma^2)^{-1/4}e^{-(R-R_0)^2/2\sigma^2}$. Put $y=R_0-R_t=(V_0-E)/F$ and let $G_t(z)=(4\pi t)^{-1/2}e^{-z^2/4t}$ be the heat kernel for $t>0$. The overlap is

$$S=\int\chi(R)\,A(R-R_t)\,dR=(4\pi\sigma^2)^{1/4}\,v(\sigma^2/2,\,y),\qquad v(t,y)=\int G_t(y-x)A(x)\,dx .$$

Both integrals run over the whole real line, so the model extends $R$ and the linear potential to negative values, where the Gaussian is negligible if $\sigma\ll R_0$. The variable $t$ is a squared length and not physical time. The convolution $v$ should satisfy $v_t=v_{yy}$ and tend to $A$ as $t\to0$. It should also satisfy an equation in $y$ alone: moving two derivatives onto $A$ gives $v_{yy}=\kappa\int G_t(y-x)\,x\,A(x)\,dx$, and $\partial_yG_t(y-x)=\frac{x-y}{2t}G_t(y-x)$ turns this into $v_{yy}=\kappa yv+2\kappa t\,v_y$. The statements about $v$ and $S$ in these notes are ordinary analysis that the Lean file does not contain; its theorems concern the explicit function $u$ defined next.

## The flow and its three properties

For real $t$ and $y$ define

$$u(t,y)=w(t,y)\,A(y+\kappa t^2),\qquad w(t,y)=\exp\!\big(\kappa ty+\tfrac23\kappa^2t^3\big).$$

Suppose that $A$ and $A'$ are differentiable on the whole real line and that $A''=\kappa xA$. Then for all real $t$ and $y$

$$u_t=u_{yy},\qquad u(0,y)=A(y),\qquad u_{yy}-2\kappa t\,u_y=\kappa y\,u .$$

For $\kappa=1$ this is the statement for $u=e^{ty+2t^3/3}A(y+t^2)$. There is a converse: if $A$ and $A'$ are differentiable and either differential equation for $u$ holds for all $y$ at a single value of $t$, then $A$ solves the Airy equation.

## Three derivatives and two residuals

From here on $A$, $A'$ and $A''$ are evaluated at $x=y+\kappa t^2$. The weight has $w_t=(\kappa y+2\kappa^2t^2)\,w$ and $w_y=\kappa t\,w$, and the argument has $x_t=2\kappa t$ and $x_y=1$. The product and chain rules give

$$u_t=w\big[(\kappa y+2\kappa^2t^2)A+2\kappa t\,A'\big],\qquad u_y=w\big[\kappa t\,A+A'\big].$$

Differentiating $u_y$ once more,

$$u_{yy}=\kappa t\,w\big[\kappa tA+A'\big]+w\big[\kappa tA'+A''\big]=w\big[\kappa^2t^2A+2\kappa t\,A'+A''\big].$$

In $u_t-u_{yy}$ the terms in $A'$ cancel, and the coefficient of $A$ is $\kappa y+2\kappa^2t^2-\kappa^2t^2=\kappa(y+\kappa t^2)=\kappa x$. In $u_{yy}-2\kappa tu_y-\kappa yu$ the terms in $A'$ cancel again, and the coefficient of $A$ is $\kappa^2t^2-2\kappa^2t^2-\kappa y=-\kappa x$. Hence, for any twice differentiable $A$,

$$u_t-u_{yy}=w\,[\kappa xA-A''],\qquad u_{yy}-2\kappa t\,u_y-\kappa y\,u=w\,[A''-\kappa xA].$$

The shift $\kappa t^2$ is what makes the $A'$ terms cancel in the first residual, and the $t^3$ term of the exponent supplies the $2\kappa^2t^2$ that completes $\kappa x$. If $A$ solves the Airy equation both brackets vanish. At $t=0$ the weight is $e^0=1$ and the shift is zero, so $u(0,y)=A(y)$. For the converse, fix $t$ and a point $x$ and choose $y=x-\kappa t^2$. If a residual vanishes at this $y$, then since $w>0$ the bracket vanishes, which is the Airy equation at $x$.

## The Lean objects and their physical reading

The structure `IsAiry κ A` collects three conditions on a function `A : ℝ → ℝ`: the field `diff` says that $A$ is differentiable everywhere, `diff'` says the same of `deriv A`, and `ode` is $A''(x)=\kappa xA(x)$ for every $x$. No boundary condition or normalisation is imposed, so any real combination of the rescaled $\mathrm{Ai}$ and $\mathrm{Bi}$ qualifies, and $\kappa$ is any real number. At $\kappa=0$ the solutions are $A=a+bx$ with constants $a$ and $b$, the weight is $1$, and $u=A(y)$ is a stationary solution of the heat equation.

The definitions `weight κ t y` and `airyFlow κ A t y` are $w$ and $u$, with the argument order $t$, then $y$. The operators `dT` and `dY` are the partial derivatives, taken as ordinary derivatives of the sections `fun s => u s y` and `fun z => u t z`, and `dY (dY u)` is $u_{yy}$. The diffusion constant is fixed at $1$.

The theorem `airy_heat_flow` has five conclusions at each $(t,y)$. The first two say that $u(t,\cdot)$ and $u_y(t,\cdot)$ are differentiable at $y$. The third is a `HasDerivAt` statement: the derivative of $u(\cdot,y)$ at $t$ exists and equals $u_{yy}$. The fourth is the initial value and the fifth the equation in $y$. The corollary `airy_heat_flow_standard` sets $\kappa=1$, takes any `u` that agrees with the explicit formula through `hu`, and repeats the last three conclusions. The theorems `heat_iff_airy` and `spatial_iff_airy` are the equivalences at one fixed $t$, with differentiability of $A$ and $A'$ as hypotheses `hA` and `hA'`.

The function $A$ is real and of one variable, and the potential is exactly linear. Only partial derivatives appear; joint smoothness in $(t,y)$ is not stated. No nonzero solution of the Airy equation is constructed, so the existence of $\mathrm{Ai}$ and $\mathrm{Bi}$ is taken from the theory of ordinary differential equations. No integral occurs in any theorem: identifying $u$ with the convolution $v$ for $t>0$ takes a further argument, for example uniqueness for the heat equation under a growth condition.

## The Lean file

```lean
import Mathlib

open Real

namespace AiryHeatFlow

noncomputable section

/- Remark: for κ ≠ 0 the nonzero solutions of the Airy equation (Ai, Bi, rescaled) are not
elementary, so no explicit instance is constructed in this file. -/

/-- `A` is twice differentiable and solves the Airy equation `A''(x) = κ x A(x)` of a linear
potential whose slope, in units where `2m/ħ² = 1`, is `κ`. -/
structure IsAiry (κ : ℝ) (A : ℝ → ℝ) : Prop where
  diff : Differentiable ℝ A
  diff' : Differentiable ℝ (deriv A)
  ode : ∀ x, deriv (deriv A) x = κ * x * A x

/-- The exponential weight `exp (κ t y + 2 κ² t³ / 3)`. -/
def weight (κ t y : ℝ) : ℝ := exp (κ * t * y + 2 * κ ^ 2 * t ^ 3 / 3)

/-- The shifted, exponentially weighted function
`u(t, y) = exp (κ t y + 2 κ² t³ / 3) A(y + κ t²)`. -/
def airyFlow (κ : ℝ) (A : ℝ → ℝ) (t y : ℝ) : ℝ := weight κ t y * A (y + κ * t ^ 2)

/-- The partial derivative `∂u/∂t`. -/
def dT (u : ℝ → ℝ → ℝ) (t y : ℝ) : ℝ := deriv (fun s => u s y) t

/-- The partial derivative `∂u/∂y`. -/
def dY (u : ℝ → ℝ → ℝ) (t y : ℝ) : ℝ := deriv (fun z => u t z) y

variable {A : ℝ → ℝ}

/-- Time derivative of the flow: `u_t = w [(κ y + 2 κ² t²) A + 2 κ t A']`, with `A` and `A'`
taken at `y + κ t²`. -/
theorem hasDerivAt_time (hA : Differentiable ℝ A) (κ t y : ℝ) :
    HasDerivAt (fun s => airyFlow κ A s y)
      (weight κ t y * ((κ * y + 2 * κ ^ 2 * t ^ 2) * A (y + κ * t ^ 2)
        + 2 * κ * t * deriv A (y + κ * t ^ 2))) t := by
  -- rate of change of the exponent
  have h1 : HasDerivAt (fun s : ℝ => κ * s * y + 2 * κ ^ 2 * s ^ 3 / 3)
      (κ * y + 2 * κ ^ 2 * t ^ 2) t :=
    ((((hasDerivAt_id' t).const_mul κ).mul_const y).fun_add
      (((hasDerivAt_pow 3 t).const_mul (2 * κ ^ 2)).div_const 3)).congr_deriv
      (by ring)
  -- velocity of the shift
  have h2 : HasDerivAt (fun s : ℝ => y + κ * s ^ 2) (2 * κ * t) t :=
    (((hasDerivAt_pow 2 t).const_mul κ).const_add y).congr_deriv
      (by ring)
  have h3 : HasDerivAt (fun s : ℝ => A (y + κ * s ^ 2))
      (deriv A (y + κ * t ^ 2) * (2 * κ * t)) t := by
    have h := (hA (y + κ * t ^ 2)).hasDerivAt.comp t h2
    exact h
  unfold airyFlow weight
  exact (h1.exp.fun_mul h3).congr_deriv (by ring)

/-- First space derivative of the flow: `u_y = w [κ t A + A']`, with `A` and `A'` taken at
`y + κ t²`. -/
theorem hasDerivAt_space (hA : Differentiable ℝ A) (κ t y : ℝ) :
    HasDerivAt (fun z => airyFlow κ A t z)
      (weight κ t y * (κ * t * A (y + κ * t ^ 2) + deriv A (y + κ * t ^ 2))) y := by
  have h1 : HasDerivAt (fun z : ℝ => κ * t * z + 2 * κ ^ 2 * t ^ 3 / 3) (κ * t) y :=
    (((hasDerivAt_id' y).const_mul (κ * t)).add_const _).congr_deriv (by ring)
  have h2 : HasDerivAt (fun z : ℝ => A (z + κ * t ^ 2)) (deriv A (y + κ * t ^ 2)) y :=
    HasDerivAt.comp_add_const y (κ * t ^ 2) (hA _).hasDerivAt
  unfold airyFlow weight
  exact (h1.exp.fun_mul h2).congr_deriv (by ring)

/-- Second space derivative of the flow: `u_yy = w [κ² t² A + 2 κ t A' + A'']`, with `A`,
`A'` and `A''` taken at `y + κ t²`. -/
theorem hasDerivAt_space₂ (hA : Differentiable ℝ A) (hA' : Differentiable ℝ (deriv A))
    (κ t y : ℝ) :
    HasDerivAt (fun z => dY (airyFlow κ A) t z)
      (weight κ t y * (κ ^ 2 * t ^ 2 * A (y + κ * t ^ 2) + 2 * κ * t * deriv A (y + κ * t ^ 2)
        + deriv (deriv A) (y + κ * t ^ 2))) y := by
  have hfun : (fun z => dY (airyFlow κ A) t z) = fun z =>
      weight κ t z * (κ * t * A (z + κ * t ^ 2) + deriv A (z + κ * t ^ 2)) :=
    funext fun z => (hasDerivAt_space hA κ t z).deriv
  have h1 : HasDerivAt (fun z : ℝ => κ * t * z + 2 * κ ^ 2 * t ^ 3 / 3) (κ * t) y :=
    (((hasDerivAt_id' y).const_mul (κ * t)).add_const _).congr_deriv (by ring)
  have h2 : HasDerivAt (fun z : ℝ => A (z + κ * t ^ 2)) (deriv A (y + κ * t ^ 2)) y :=
    HasDerivAt.comp_add_const y (κ * t ^ 2) (hA _).hasDerivAt
  have h3 : HasDerivAt (fun z : ℝ => deriv A (z + κ * t ^ 2))
      (deriv (deriv A) (y + κ * t ^ 2)) y :=
    HasDerivAt.comp_add_const y (κ * t ^ 2) (hA' _).hasDerivAt
  rw [hfun]
  unfold weight
  exact (h1.exp.fun_mul ((h2.const_mul (κ * t)).fun_add h3)).congr_deriv (by ring)

/-- For any twice differentiable `A`, the residuals `u_t - u_yy` and
`u_yy - 2 κ t u_y - κ y u` equal, up to sign, the weight times the residual of the Airy
equation at `x = y + κ t²`. -/
theorem residuals (hA : Differentiable ℝ A) (hA' : Differentiable ℝ (deriv A)) (κ t y : ℝ) :
    dT (airyFlow κ A) t y - dY (dY (airyFlow κ A)) t y
        = weight κ t y * (κ * (y + κ * t ^ 2) * A (y + κ * t ^ 2)
          - deriv (deriv A) (y + κ * t ^ 2)) ∧
    dY (dY (airyFlow κ A)) t y - 2 * κ * t * dY (airyFlow κ A) t y - κ * y * airyFlow κ A t y
        = weight κ t y * (deriv (deriv A) (y + κ * t ^ 2)
          - κ * (y + κ * t ^ 2) * A (y + κ * t ^ 2)) := by
  have e0 : dT (airyFlow κ A) t y = _ := (hasDerivAt_time hA κ t y).deriv
  have e1 : dY (airyFlow κ A) t y = _ := (hasDerivAt_space hA κ t y).deriv
  have e2 : dY (dY (airyFlow κ A)) t y = _ := (hasDerivAt_space₂ hA hA' κ t y).deriv
  constructor
  · rw [e0, e2]
    ring
  · rw [e1, e2]
    unfold airyFlow
    ring

/-- If `A'' = κ x A`, then `u` is twice differentiable in `y`, its time derivative exists and
equals `u_yy`, it starts from `u(0, y) = A(y)`, and `u_yy - 2 κ t u_y = κ y u`. -/
theorem airy_heat_flow {κ : ℝ} (h : IsAiry κ A) (t y : ℝ) :
    DifferentiableAt ℝ (fun z => airyFlow κ A t z) y ∧
    DifferentiableAt ℝ (fun z => dY (airyFlow κ A) t z) y ∧
    HasDerivAt (fun s => airyFlow κ A s y) (dY (dY (airyFlow κ A)) t y) t ∧
    airyFlow κ A 0 y = A y ∧
    dY (dY (airyFlow κ A)) t y - 2 * κ * t * dY (airyFlow κ A) t y
      = κ * y * airyFlow κ A t y := by
  obtain ⟨r1, r2⟩ := residuals h.diff h.diff' κ t y
  -- the Airy equation makes both residuals vanish
  rw [h.ode, sub_self, mul_zero] at r1 r2
  have hT := hasDerivAt_time h.diff κ t y
  have e0 : dT (airyFlow κ A) t y = _ := hT.deriv
  refine ⟨(hasDerivAt_space h.diff κ t y).differentiableAt,
    (hasDerivAt_space₂ h.diff h.diff' κ t y).differentiableAt,
    hT.congr_deriv (by linarith), ?_, by linarith⟩
  simp [airyFlow, weight]

/-- The standard Airy equation `A'' = x A`: the function
`u(t, y) = exp (t y + 2 t³ / 3) A(y + t²)` obeys `u_t = u_yy`, `u(0, y) = A(y)` and
`u_yy - 2 t u_y = y u`. -/
theorem airy_heat_flow_standard (h : IsAiry 1 A) (u : ℝ → ℝ → ℝ)
    (hu : ∀ t y, u t y = exp (t * y + 2 * t ^ 3 / 3) * A (y + t ^ 2)) (t y : ℝ) :
    HasDerivAt (fun s => u s y) (dY (dY u) t y) t ∧ u 0 y = A y ∧
    dY (dY u) t y - 2 * t * dY u t y = y * u t y := by
  have e : u = airyFlow 1 A := by
    funext s z
    rw [hu]
    simp [airyFlow, weight]
  obtain ⟨-, -, h1, h2, h3⟩ := airy_heat_flow h t y
  rw [e]
  exact ⟨h1, h2, by linarith⟩

/-- For twice differentiable `A` and any one time `t`, the equation `u_t = u_yy` holds for all
`y` if and only if `A` solves the Airy equation. -/
theorem heat_iff_airy (hA : Differentiable ℝ A) (hA' : Differentiable ℝ (deriv A)) (κ t : ℝ) :
    (∀ y, dT (airyFlow κ A) t y = dY (dY (airyFlow κ A)) t y) ↔ IsAiry κ A := by
  constructor
  · intro h
    refine ⟨hA, hA', fun x => ?_⟩
    -- every point x is a shifted point, and the weight never vanishes
    have r := (residuals hA hA' κ t (x - κ * t ^ 2)).1
    have hw : weight κ t (x - κ * t ^ 2) ≠ 0 := exp_ne_zero _
    rw [h, sub_self, sub_add_cancel] at r
    have h0 := (mul_eq_zero.mp r.symm).resolve_left hw
    linarith
  · intro h y
    exact (airy_heat_flow h t y).2.2.1.deriv

/-- For twice differentiable `A` and any one time `t`, the equation
`u_yy - 2 κ t u_y = κ y u` holds for all `y` if and only if `A` solves the Airy equation. -/
theorem spatial_iff_airy (hA : Differentiable ℝ A) (hA' : Differentiable ℝ (deriv A))
    (κ t : ℝ) :
    (∀ y, dY (dY (airyFlow κ A)) t y - 2 * κ * t * dY (airyFlow κ A) t y
      = κ * y * airyFlow κ A t y) ↔ IsAiry κ A := by
  constructor
  · intro h
    refine ⟨hA, hA', fun x => ?_⟩
    have r := (residuals hA hA' κ t (x - κ * t ^ 2)).2
    have hw : weight κ t (x - κ * t ^ 2) ≠ 0 := exp_ne_zero _
    rw [h, sub_self, sub_add_cancel] at r
    have h0 := (mul_eq_zero.mp r.symm).resolve_left hw
    linarith
  · intro h y
    exact (airy_heat_flow h t y).2.2.2.2

end

end AiryHeatFlow
```

```lean
#print axioms AiryHeatFlow.airy_heat_flow_standard
-- 'AiryHeatFlow.airy_heat_flow_standard' depends on axioms: [propext, Classical.choice, Quot.sound]
#print axioms AiryHeatFlow.heat_iff_airy
-- 'AiryHeatFlow.heat_iff_airy' depends on axioms: [propext, Classical.choice, Quot.sound]
#print axioms AiryHeatFlow.spatial_iff_airy
-- 'AiryHeatFlow.spatial_iff_airy' depends on axioms: [propext, Classical.choice, Quot.sound]
```

## Product and chain rules as lemmas

The lemma `hasDerivAt_time` is the formula for $u_t$ and needs only differentiability of $A$. Its step `h1` differentiates the exponent and gives $\kappa y+2\kappa^2t^2$, `h2` gives $x_t=2\kappa t$, and `h3` is the chain rule for $A(y+\kappa s^2)$ in the variable $s$. The expression `h1.exp.fun_mul h3` applies the chain rule to the exponential and the product rule to $wA$, and `ring` factors out the weight.

The lemma `hasDerivAt_space` does the same in $y$, where the exponent has slope $\kappa t$ and `HasDerivAt.comp_add_const` expresses $x_y=1$. For the second derivative, `hasDerivAt_space₂` first needs $u_y$ as a function of $y$ and not only at one point: `hfun` rewrites the section of `dY (airyFlow κ A)` as $w[\kappa tA+A']$ everywhere. The product rule is then applied to that expression, with `h3` supplying $A''$ from the differentiability of `deriv A`.

In `residuals` the equations `e0`, `e1` and `e2` convert the three lemmas into values of `dT`, `dY` and `dY (dY …)`. After substitution, `ring` performs the cancellation of the $A'$ terms and the collection of $\kappa x$ done above.

## Closing the residuals in both directions

In `airy_heat_flow` the line `rw [h.ode, sub_self, mul_zero] at r1 r2` inserts $A''=\kappa xA$, so that both brackets and then both right-hand sides become zero. The two differentiability claims come from the space lemmas. The heat equation starts from `hT`, which already holds the existence of $u_t$, and `linarith` replaces its value by $u_{yy}$ using `e0` and `r1`. The initial value is evaluated by `simp`. The corollary shows `u = airyFlow 1 A` and removes the factors of $1$.

In `heat_iff_airy` and `spatial_iff_airy` the forward direction evaluates the residual at `x - κ * t ^ 2`. The hypothesis makes the left side zero, `sub_add_cancel` returns the argument of $A$ to $x$, and `mul_eq_zero` with `exp_ne_zero` removes the weight. The reverse direction reads off the third or the fifth conclusion of the main theorem.

## A constant and a kink

Take $\kappa=1$ and $A=1$, which is smooth but violates `ode`. Then $u=e^{ty+2t^3/3}$, $u_t=(y+2t^2)u$ and $u_{yy}=t^2u$, so $u_t-u_{yy}=(y+t^2)u$, which is nonzero except at $y=-t^2$. The initial value survives and the heat equation fails. The exceptional point shows as well that the converse cannot be drawn from the equation at a single $y$: at $y=-t^2$ it holds although $A=1$ is not an Airy function.

Now take $\kappa=0$ and $A=|x|$, and keep `ode` alone. Mathlib's `deriv` returns $0$ where a derivative does not exist, so `deriv (deriv A)` is zero everywhere and `ode` holds. The function $u=|y|$ is not differentiable at $y=0$, so the first conclusion of `airy_heat_flow` fails, and $u$ is not the heat flow of $|y|$, whose Gaussian average at the origin is $2\sqrt{t/\pi}$. The fields `diff` and `diff'` exclude such cases.

## Evaluating the overlap

If $v$ is identified with $u$, then setting $t=\sigma^2/2$ gives

$$S=(4\pi\sigma^2)^{1/4}\exp\!\Big(\frac{\kappa\sigma^2y}{2}+\frac{\kappa^2\sigma^6}{12}\Big)\,A\Big(y+\frac{\kappa\sigma^4}{4}\Big),\qquad \kappa y=\frac{2m(V_0-E)}{\hbar^2}.$$

For a one-dimensional Gaussian state, an exactly linear upper potential and a constant transition dipole, the Franck–Condon factor $S^2$ is then, up to a constant independent of $E$, the product of $e^{-2m\sigma^2(E-V_0)/\hbar^2}$ and the squared Airy function $A(y+\kappa\sigma^4/4)^2$. In a program the quadrature is replaced by one call to the Airy routine; with $\hbar=1$:

```python
def overlap(E, V0, F, m, sigma):
    kappa = 2*m*F
    t, y = sigma**2/2, (V0 - E)/F
    N = np.sqrt(2*m) * abs(kappa)**(-1/6)
    w = np.exp(kappa*t*y + 2*kappa**2*t**3/3)
    Ai = scipy.special.airy(np.cbrt(kappa)*(y + kappa*t**2))[0]
    return (4*np.pi*sigma**2)**0.25 * N * w * Ai
```

When the argument of $\mathrm{Ai}$ is large and positive, the weight can be very large while $\mathrm{Ai}$ is very small, and it is safer to add the exponents and use the exponentially scaled Airy function.
